# A Krylov ground-state energy of a three-level system can barely move in one step and fall by almost a full level spacing in the next

An iterative eigensolver is looking for the ground state, but its start vector lies almost entirely along the first excited state. Suppose that the energy estimate hardly changes from one iteration to the next, so that a stopping test based on that change ends the run. How far can the estimate still be from the ground-state energy? Three levels and exact arithmetic are enough to find out.

## Three levels and a start vector near the middle one

Take energies 0, 1, 2 in units of the level spacing, so $H=\mathrm{diag}(0,1,2)$, and the unnormalised start vector $v=(d,1,d)$ with a real number $d$. Components are numbered 0, 1, 2, as in Lean. After normalisation the ground state has weight $d^2/(1+2d^2)$, which is small for small $d$.

```lean
import Mathlib

open Matrix

namespace KrylovFalseConvergence

noncomputable section
```

The Krylov space $K_m$ is the real span of $v,Hv,\dots,H^{m-1}v$. In the code `*ᵥ` applies a matrix to a vector and `⬝ᵥ` is the dot product.

```lean
/-- The Krylov space spanned by `v, H v, ..., H^(m-1) v`. -/
def krylov {n : ℕ} (H : Matrix (Fin n) (Fin n) ℝ) (v : Fin n → ℝ) (m : ℕ) :
    Submodule ℝ (Fin n → ℝ) :=
  Submodule.span ℝ (Set.range fun i : Fin m => (H ^ (i : ℕ)) *ᵥ v)
```

The energy estimate for a vector $x\neq0$ is the Rayleigh quotient $\rho(x)=\langle x,Hx\rangle/\langle x,x\rangle$.

```lean
/-- The Rayleigh quotient `⟨x, H x⟩ / ⟨x, x⟩` of a nonzero vector `x`. -/
def rayleigh {n : ℕ} (H : Matrix (Fin n) (Fin n) ℝ) (x : Fin n → ℝ) : ℝ :=
  (x ⬝ᵥ H *ᵥ x) / (x ⬝ᵥ x)
```

The lowest Ritz value $\theta_m$ is the minimum of $\rho$ over the nonzero vectors of $K_m$. `IsLeast` demands that some vector attains the value and that no vector goes below it.

```lean
/-- `θ` is the lowest Ritz value after `m` steps: the minimum of the Rayleigh quotient over
the nonzero vectors of the Krylov space. -/
def IsLowestRitz {n : ℕ} (H : Matrix (Fin n) (Fin n) ℝ) (v : Fin n → ℝ) (m : ℕ) (θ : ℝ) :
    Prop :=
  IsLeast {ρ | ∃ x ∈ krylov H v m, x ≠ 0 ∧ ρ = rayleigh H x} θ
```

The Hamiltonian and the start vector are `ham` and `start d`.

```lean
/-- The three-level Hamiltonian with energies 0, 1, 2. -/
def ham : Matrix (Fin 3) (Fin 3) ℝ := Matrix.diagonal ![0, 1, 2]

/-- The start vector `(d, 1, d)`. -/
def start (d : ℝ) : Fin 3 → ℝ := ![d, 1, d]
```

Write $r=\sqrt{1+2d^2}$ for the norm of $v$, and $b=d\sqrt2/r$. Lean calls this second number `shift d`; its meaning emerges in (f) and (g).

```lean
/-- The number `b = d √2 / √(1 + 2 d²)`. -/
def shift (d : ℝ) : ℝ := d * √2 / √(1 + 2 * d ^ 2)
```

## (a) Powers of H on the start vector

Show that, for every $k\ge0$ and with $0^0=1$,
$$H^kv=(0^k d,\;1,\;2^k d).$$

A diagonal matrix is raised to a power entry by entry, so $H^k=\mathrm{diag}(0^k,1,2^k)$. Multiplying the components of $v$ gives the result. The proof does the same for each of the three components.

```lean
/-- Applying the Hamiltonian `k` times multiplies each component of the start vector by the
`k`-th power of its energy. -/
theorem ham_pow_start (d : ℝ) (k : ℕ) :
    (ham ^ k) *ᵥ start d = ![0 ^ k * d, 1, 2 ^ k * d] := by
  ext j
  fin_cases j <;> simp [ham, start, Matrix.diagonal_pow, Matrix.mulVec_diagonal]
```

## (b) The dimension of the Krylov spaces

Show that for $d>0$ and $m\le3$
$$\dim K_m=m.$$

Suppose $g_0v+g_1Hv+g_2H^2v=0$. By (a) the components read
$$g_0d=0,\qquad g_0+g_1+g_2=0,\qquad (g_0+2g_1+4g_2)d=0.$$
Since $d\neq0$, the first gives $g_0=0$. The others become $g_1+g_2=0$ and $2g_1+4g_2=0$, so $g_1=g_2=0$. The three vectors are independent, and so are the first $m$ of them; for $m=0$ the space is $\{0\}$. In Lean, `hli` is the independence of all three, and `Fin.castLE` selects the first $m$.

```lean
/-- For `d > 0` and `m ≤ 3`, the Krylov space of the start vector after `m` steps has dimension `m`.
-/
theorem finrank_krylov {d : ℝ} (hd : 0 < d) {m : ℕ} (hm : m ≤ 3) :
    Module.finrank ℝ (krylov ham (start d) m) = m := by
  have hli : LinearIndependent ℝ (fun i : Fin 3 => (ham ^ (i : ℕ)) *ᵥ start d) := by
    refine Fintype.linearIndependent_iff.2 fun g hg i => ?_
    have e0 := congrFun hg 0
    have e1 := congrFun hg 1
    have e2 := congrFun hg 2
    simp [ham_pow_start, Fin.sum_univ_three, hd.ne'] at e0 e1 e2
    have e3 : (g 0 + 2 * g 1 + 4 * g 2) * d = 0 := by linear_combination e2
    have e4 := (mul_eq_zero.1 e3).resolve_right hd.ne'
    have h1 : g 1 = 0 := by linarith
    have h2 : g 2 = 0 := by linarith
    fin_cases i
    exacts [e0, h1, h2]
  have h := finrank_span_eq_card (hli.comp (Fin.castLE hm) (Fin.castLE_injective hm))
  exact h.trans (Fintype.card_fin m)
```

## (c) Krylov vectors in components

Show that $x\in K_m$ exactly when there are real coefficients $c_0,\dots,c_{m-1}$ with
$$x_0=\sum_i c_i0^id,\qquad x_1=\sum_i c_i,\qquad x_2=\sum_i c_i2^id.$$

Membership in the span means $x=\sum_i c_iH^iv$. Inserting (a) and reading off components gives the three equations; conversely, they rebuild $x$. The two bullets of the proof are these two directions.

```lean
/-- Components of the vectors in the Krylov space of the start vector. -/
theorem mem_krylov (d : ℝ) (m : ℕ) (x : Fin 3 → ℝ) :
    x ∈ krylov ham (start d) m ↔ ∃ c : Fin m → ℝ,
      x 0 = ∑ i, c i * (0 ^ (i : ℕ) * d) ∧ x 1 = ∑ i, c i ∧
      x 2 = ∑ i, c i * (2 ^ (i : ℕ) * d) := by
  rw [krylov, Submodule.mem_span_range_iff_exists_fun]
  constructor
  · rintro ⟨c, rfl⟩
    refine ⟨c, ?_, ?_, ?_⟩ <;> simp [ham_pow_start]
  · rintro ⟨c, h0, h1, h2⟩
    refine ⟨c, ?_⟩
    ext j
    fin_cases j
    · simp [ham_pow_start, h0]
    · simp [ham_pow_start, h1]
    · simp [ham_pow_start, h2]
```

## (d) The energy quotient in components

Show that
$$\rho(x)=\frac{x_1^2+2x_2^2}{x_0^2+x_1^2+x_2^2}.$$

Since $Hx=(0,x_1,2x_2)$, the numerator is $\langle x,Hx\rangle=x_1^2+2x_2^2$. The denominator is the squared norm. Lean computes them separately as `h1` and `h2`.

```lean
/-- The Rayleigh quotient of the three-level Hamiltonian in components. -/
theorem rayleigh_ham (x : Fin 3 → ℝ) :
    rayleigh ham x = (x 1 ^ 2 + 2 * x 2 ^ 2) / (x 0 ^ 2 + x 1 ^ 2 + x 2 ^ 2) := by
  have h1 : x ⬝ᵥ ham *ᵥ x = x 1 ^ 2 + 2 * x 2 ^ 2 := by
    simp [ham, dotProduct, Fin.sum_univ_three, Matrix.mulVec_diagonal]
    ring
  have h2 : x ⬝ᵥ x = x 0 ^ 2 + x 1 ^ 2 + x 2 ^ 2 := by
    simp only [dotProduct, Fin.sum_univ_three]
    ring
  rw [rayleigh, h1, h2]
```

## (e) A positive denominator

Show that $x\neq0$ implies
$$x_0^2+x_1^2+x_2^2>0.$$

If the sum were not positive, each square, being nonnegative, would have to vanish, and then $x=0$. This lets us multiply inequalities by the denominator in (f).

```lean
/-- A nonzero vector has positive squared norm. -/
theorem normSq_pos {x : Fin 3 → ℝ} (hx : x ≠ 0) : 0 < x 0 ^ 2 + x 1 ^ 2 + x 2 ^ 2 := by
  by_contra h
  have h0 : x 0 = 0 := by nlinarith [sq_nonneg (x 0), sq_nonneg (x 1), sq_nonneg (x 2)]
  have h1 : x 1 = 0 := by nlinarith [sq_nonneg (x 0), sq_nonneg (x 1), sq_nonneg (x 2)]
  have h2 : x 2 = 0 := by nlinarith [sq_nonneg (x 0), sq_nonneg (x 1), sq_nonneg (x 2)]
  apply hx
  ext j
  fin_cases j
  exacts [h0, h1, h2]
```

## (f) The three lowest Ritz values

Show that for $d>0$
$$\theta_1=1,\qquad \theta_2=1-b,\qquad \theta_3=0.$$

**Dimension 1.** Every nonzero vector is $x=c_0v$, so
$$\rho(x)=\frac{c_0^2(1+2d^2)}{c_0^2(1+2d^2)}=1.$$

**Dimension 2.** Set $p=c_0+c_1$ and $s=c_1d$. By (c), $x=(pd-s,\;p,\;pd+s)$. Hence
$$\langle x,x\rangle=r^2p^2+2s^2,\qquad \langle x,Hx\rangle=p^2+2(pd+s)^2=\langle x,x\rangle+4dps.$$
Because $br=d\sqrt2$, we have $4dps=2\sqrt2\,b\,r\,ps$, and therefore
$$\langle x,Hx\rangle-(1-b)\langle x,x\rangle=b\,(r^2p^2+2\sqrt2\,rps+2s^2)=b\,(rp+\sqrt2\,s)^2\ge0.$$
Equality holds for $p=\sqrt2\,d$, $s=-rd$, which gives
$$x=\big((\sqrt2d+r)d,\;\sqrt2d,\;(\sqrt2d-r)d\big).$$
Its norm is $2rd$; the normalised vector is
$$y=\Big(\tfrac{1+b}2,\;\tfrac1{\sqrt2\,r},\;-\tfrac{1-b}2\Big).$$

**Dimension 3.** The coefficients $c=\big(\tfrac1d,-\tfrac3{2d},\tfrac1{2d}\big)$ produce the ground state $(1,0,0)$, with quotient 0. By (d) no quotient is negative.

In the Lean proof `t`, `r` and `q` stand for $\sqrt2$, $r$ and $b$. The identity `hq` is $br=d\sqrt2$, `key` says that $b$ times the square is nonnegative, and `linear_combination` carries out the algebra connecting them. For the minimising vector, `hN` and `hM` evaluate the denominator and numerator.

```lean
/-- For `d > 0`, the lowest Ritz values after 1, 2 and 3 steps are `1`, `1 - b` and `0`. -/
theorem lowest_ritz_values {d : ℝ} (hd : 0 < d) :
    IsLowestRitz ham (start d) 1 1 ∧ IsLowestRitz ham (start d) 2 (1 - shift d) ∧
      IsLowestRitz ham (start d) 3 0 := by
  refine ⟨⟨⟨start d, ?_, ?_, ?_⟩, ?_⟩, ?_, ⟨⟨![1, 0, 0], ?_, ?_, ?_⟩, ?_⟩⟩
  -- dimension 1: every quotient equals 1
  · exact (mem_krylov d 1 _).2 ⟨fun _ => 1, by simp [start], by simp [start], by simp [start]⟩
  · intro h
    have h1 := congrFun h 1
    simp [start] at h1
  · have h : rayleigh ham (start d) = (1 ^ 2 + 2 * d ^ 2) / (d ^ 2 + 1 ^ 2 + d ^ 2) :=
      rayleigh_ham _
    rw [h, eq_div_iff (by positivity)]
    ring
  · rintro ρ ⟨x, hx, hx0, rfl⟩
    obtain ⟨c, h0, h1, h2⟩ := (mem_krylov d 1 x).1 hx
    simp at h0 h1 h2
    rw [rayleigh_ham, le_div_iff₀ (normSq_pos hx0), h0, h1, h2]
    apply le_of_eq
    ring
  -- dimension 2: `⟨x, H x⟩ - (1 - b) ⟨x, x⟩` is `b` times a square
  · have hr : 0 < √(1 + 2 * d ^ 2) := Real.sqrt_pos.2 (by positivity)
    have hr2 : √(1 + 2 * d ^ 2) ^ 2 = 1 + 2 * d ^ 2 := Real.sq_sqrt (by positivity)
    have ht : 0 < √(2 : ℝ) := Real.sqrt_pos.2 (by norm_num)
    have ht2 : √(2 : ℝ) ^ 2 = 2 := Real.sq_sqrt (by norm_num)
    unfold shift
    generalize √(1 + 2 * d ^ 2) = r at hr hr2 ⊢
    generalize √(2 : ℝ) = t at ht ht2 ⊢
    have hq : d * t / r * r = d * t := div_mul_cancel₀ _ hr.ne'
    have hq0 : 0 ≤ d * t / r := by positivity
    generalize d * t / r = q at hq hq0 ⊢
    refine ⟨⟨![(t * d + r) * d, t * d, (t * d - r) * d], ?_, ?_, ?_⟩, ?_⟩
    · refine (mem_krylov d 2 _).2 ⟨![t * d + r, -r], ?_, ?_, ?_⟩ <;>
        simp [Fin.sum_univ_two]
      all_goals ring
    · intro h
      have h1 : t * d = 0 := congrFun h 1
      exact (mul_pos ht hd).ne' h1
    · have h : rayleigh ham ![(t * d + r) * d, t * d, (t * d - r) * d] =
          ((t * d) ^ 2 + 2 * ((t * d - r) * d) ^ 2) /
            (((t * d + r) * d) ^ 2 + (t * d) ^ 2 + ((t * d - r) * d) ^ 2) := rayleigh_ham _
      have hN : ((t * d + r) * d) ^ 2 + (t * d) ^ 2 + ((t * d - r) * d) ^ 2 =
          4 * r ^ 2 * d ^ 2 := by
        linear_combination d ^ 2 * (1 + 2 * d ^ 2) * ht2 - 2 * d ^ 2 * hr2
      have hM : (t * d) ^ 2 + 2 * ((t * d - r) * d) ^ 2 =
          4 * r ^ 2 * d ^ 2 - 4 * t * d ^ 3 * r := by
        linear_combination d ^ 2 * (1 + 2 * d ^ 2) * ht2 - 2 * d ^ 2 * hr2
      rw [h, hN, hM, eq_div_iff (by positivity)]
      linear_combination (-4 * r * d ^ 2) * hq
    · rintro ρ ⟨x, hx, hx0, rfl⟩
      obtain ⟨c, h0, h1, h2⟩ := (mem_krylov d 2 x).1 hx
      simp [Fin.sum_univ_two] at h0 h1 h2
      rw [rayleigh_ham, le_div_iff₀ (normSq_pos hx0), h0, h1, h2]
      have key : 0 ≤ q * (r * (c 0 + c 1) + t * (c 1 * d)) ^ 2 := by positivity
      linear_combination key + q * (c 0 + c 1) ^ 2 * hr2 + q * (c 1 * d) ^ 2 * ht2
        + 2 * t * (c 0 + c 1) * (c 1 * d) * hq + 2 * d * (c 0 + c 1) * (c 1 * d) * ht2
  -- dimension 3: the ground state lies in the space
  · refine (mem_krylov d 3 _).2 ⟨![1 / d, -3 / 2 * (1 / d), 1 / 2 * (1 / d)], ?_, ?_, ?_⟩
    · simp [Fin.sum_univ_three, hd.ne']
    · simp [Fin.sum_univ_three]
      ring
    · simp [Fin.sum_univ_three]
      ring
  · intro h
    have h1 := congrFun h 0
    simp at h1
  · rw [rayleigh_ham]
    simp
  · rintro ρ ⟨x, -, -, rfl⟩
    rw [rayleigh_ham]
    positivity
```

The lowest Ritz value could also have been modelled as the lowest eigenvalue of $H$ projected onto an orthonormal basis of $K_m$. For $m=2$, the basis $v/r$, $(-1,0,1)/\sqrt2$ gives
$$\begin{pmatrix}1&b\\b&1\end{pmatrix},$$
with eigenvalues $1\pm b$. That version would supply the upper Ritz value too, but would need the basis to be constructed first; the lowest value would be the same.

## (g) The residual of the start vector

Show that, at energy 1,
$$\frac{\lVert Hv-v\rVert^2}{\lVert v\rVert^2}=b^2.$$

We have $Hv-v=(-d,0,d)$, with squared norm $2d^2$. Dividing by $1+2d^2$ gives $b^2$. For $d>0$ the relative residual norm is thus $b$: a small residual shows that the start vector nearly solves the eigenvalue equation, but for the excited level.

```lean
/-- The squared residual of the start vector at energy 1, relative to its squared norm,
is `b²`. -/
theorem start_residual (d : ℝ) :
    ((ham *ᵥ start d - start d) ⬝ᵥ (ham *ᵥ start d - start d)) / (start d ⬝ᵥ start d) =
      shift d ^ 2 := by
  have h1 : (ham *ᵥ start d - start d) ⬝ᵥ (ham *ᵥ start d - start d) = d ^ 2 * 2 := by
    simp [ham, start, dotProduct, Fin.sum_univ_three, Matrix.mulVec_diagonal]
    ring
  have h2 : start d ⬝ᵥ start d = 1 + 2 * d ^ 2 := by
    simp [start, dotProduct, Fin.sum_univ_three]
    ring
  rw [h1, h2, shift, div_pow, mul_pow, Real.sq_sqrt (by norm_num), Real.sq_sqrt (by positivity)]
```

The energy change only becomes available at the second step, and there the residual tells a different story. A short calculation with $y$, which the Lean file does not contain, gives $\lVert Hy-(1-b)y\rVert=\sqrt{(1-b^2)/2}$. This is close to $0.71$ for small $d$, so a residual test with a tolerance well below that value would not accept the vector at that step.

## (h) How small b is

Show that for $d>0$
$$0<b<2d.$$

Positivity is clear from the definition. Since $r\ge1$ and $\sqrt2<2$, we get $b=d\sqrt2/r\le d\sqrt2<2d$. The proof's `hr` and `ht` are these two estimates.

```lean
/-- For `d > 0`, the number `b` is positive and smaller than `2 d`. -/
theorem shift_bounds {d : ℝ} (hd : 0 < d) : 0 < shift d ∧ shift d < 2 * d := by
  have hr : 1 ≤ √(1 + 2 * d ^ 2) := (Real.le_sqrt' one_pos).2 (by nlinarith [sq_nonneg d])
  have ht : √(2 : ℝ) < 2 := (Real.sqrt_lt' (by norm_num)).2 (by norm_num)
  refine ⟨by unfold shift; positivity, ?_⟩
  rw [shift, div_lt_iff₀ (by linarith)]
  nlinarith [mul_pos hd (sub_pos.2 ht), mul_nonneg hd.le (sub_nonneg.2 hr)]
```

## (i) A stopping test that fires too early

Show that for every tolerance $\varepsilon>0$ there is a $d>0$ with
$$0<\theta_1-\theta_2<\varepsilon,\qquad \theta_2-\theta_3>1-\varepsilon,\qquad \theta_3=0.$$

Choose $d=\varepsilon/2$. By (h), $0<b<\varepsilon$. By (f), the first change is $\theta_1-\theta_2=b$ and the next drop is $\theta_2-\theta_3=1-b>1-\varepsilon$. Lean supplies the same $d$ and takes the values from `lowest_ritz_values`.

```lean
/-- For every tolerance `ε` there is a start vector whose lowest Ritz value first decreases by
less than `ε` and in the next step drops by more than `1 - ε` to zero. -/
theorem small_change_before_large_drop {ε : ℝ} (hε : 0 < ε) :
    ∃ d > 0, ∃ θ₁ θ₂ : ℝ, IsLowestRitz ham (start d) 1 θ₁ ∧ IsLowestRitz ham (start d) 2 θ₂ ∧
      IsLowestRitz ham (start d) 3 0 ∧ 0 < θ₁ - θ₂ ∧ θ₁ - θ₂ < ε ∧ 1 - ε < θ₂ - 0 := by
  have hd : 0 < ε / 2 := by positivity
  obtain ⟨h1, h2, h3⟩ := lowest_ritz_values hd
  obtain ⟨hb, hb'⟩ := shift_bounds hd
  exact ⟨ε / 2, hd, 1, 1 - shift (ε / 2), h1, h2, h3, by linarith, by linarith, by linarith⟩

end

end KrylovFalseConvergence
```

```lean
#print axioms KrylovFalseConvergence.finrank_krylov
-- 'KrylovFalseConvergence.finrank_krylov' depends on axioms: [propext, Classical.choice, Quot.sound]
#print axioms KrylovFalseConvergence.mem_krylov
-- 'KrylovFalseConvergence.mem_krylov' depends on axioms: [propext, Classical.choice, Quot.sound]
#print axioms KrylovFalseConvergence.start_residual
-- 'KrylovFalseConvergence.start_residual' depends on axioms: [propext, Classical.choice, Quot.sound]
#print axioms KrylovFalseConvergence.small_change_before_large_drop
-- 'KrylovFalseConvergence.small_change_before_large_drop' depends on axioms: [propext, Classical.choice, Quot.sound]
```

The start vector depends on the tolerance: the theorem does not give one vector that defeats every $\varepsilon$. Its component along the highest level matters too: from $(d,1,0)$ with $d>0$, the second step would already reach energy 0, because $K_2$ would then contain the ground state. The limit $d\to0$ shows what is at stake. For every $d>0$ the third step reaches energy 0, whereas at $d=0$ the start vector is exactly the excited state, each further power of $H$ returns the same vector, and the estimate stays at 1.

For Lanczos-type diagonalisation in electronic structure, this three-level model in exact arithmetic shows that a small energy change alone does not certify the ground state when the start vector barely overlaps with it. Round-off is absent from the model, and the third step is exact because $K_3$ is already the whole space; in a larger problem a plateau may last longer and end more gradually.
